# One-channel pumping: the charge differs from the reflection winding number by at most a leakage integral

The driven scatterer is represented by two functions of time, `r t : ℝ → ℂ`, and the pumped charge is defined from them, not derived from a Hamiltonian. Here r is the amplitude for reflection into one lead and t the amplitude for transmission into it from the other, both taken at the Fermi energy for the scatterer frozen at time x. With r' and t' the time derivatives, r̄ and t̄ the complex conjugates, and T the duration of the cycle, the three quantities are

W = (1/2π) ∫₀ᵀ Im(r'/r) dx

Q = (1/2π) ∫₀ᵀ Im(r' r̄ + t' t̄) dx

L = (1/2π) ∫₀ᵀ (|t|² |r'/r| + |t| |t'|) dx

They are `winding`, `pumpedCharge` and `leakage`. The formula for Q stands for the charge drawn from that lead in adiabatic pumping of non-interacting electrons at zero temperature and zero bias, in units of the electron charge. Within that one-channel model, with |r|² + |t|² = 1, if the amplitudes vary smoothly and r never vanishes and returns to its initial value, then W is an integer and the charge per cycle differs from it by at most L.

```lean
import Mathlib

open ComplexConjugate Filter Topology

namespace QuantizedPumping

noncomputable section

/-- Number of turns of the reflection amplitude `r` about the origin during the time `T`, for
continuously differentiable `r` without zeros. It is the winding number when `r` returns to its
initial value. -/
def winding (r : ℝ → ℂ) (T : ℝ) : ℝ :=
  1 / (2 * Real.pi) * ∫ x in (0 : ℝ)..T, (deriv r x / r x).im

/-- Charge pumped during the time `T`, in units of the electron charge, for one channel with
reflection amplitude `r` and transmission amplitude `t`. -/
def pumpedCharge (r t : ℝ → ℂ) (T : ℝ) : ℝ :=
  1 / (2 * Real.pi) *
    ∫ x in (0 : ℝ)..T, (deriv r x * conj (r x) + deriv t x * conj (t x)).im

/-- The leakage integral, built from the transmission amplitude and the rates of change of
both amplitudes, for `r` without zeros. -/
def leakage (r t : ℝ → ℂ) (T : ℝ) : ℝ :=
  1 / (2 * Real.pi) *
    ∫ x in (0 : ℝ)..T, (‖t x‖ ^ 2 * ‖deriv r x / r x‖ + ‖t x‖ * ‖deriv t x‖)
```

Apart from the return of r, the conditions on the amplitudes below are imposed at all real times, not only on [0, T]. Except for the rotating amplitudes at the end, whose charge is computed in Lean, the examples of what fails without a condition are worked out in the prose alone.

## Reflection never vanishes

The condition `h0` excludes perfect transmission, so the phase of r is always defined. It permits writing r' = r (r'/r), and hence

Im(r' r̄) = |r|² Im(r'/r).

The first lemma proves this for any nonzero complex number.

Without the condition, take r = (1 + e^{ix})/2 and t = sin(x/2) over T = 2π. Then r closes and |r|² + |t|² = 1, but r vanishes at x = π. Elsewhere Im(r'/r) = 1/2, which would give W = 1/2.

```lean
/-- For a nonzero amplitude `w` with rate of change `z`, the current `Im (z conj w)` is the
phase velocity `Im (z / w)` weighted with the probability `|w|²`. -/
theorem im_mul_conj_eq (z w : ℂ) (hw : w ≠ 0) :
    (z * conj w).im = ‖w‖ ^ 2 * (z / w).im := by
  have h : w * conj w = ((‖w‖ ^ 2 : ℝ) : ℂ) := by
    rw [Complex.mul_conj, Complex.normSq_eq_norm_sq]
  have e : w * (z / w) = z := by field_simp
  have k : z * conj w = ((‖w‖ ^ 2 : ℝ) : ℂ) * (z / w) := by
    rw [← h]
    linear_combination (-(conj w)) * e
  rw [k, Complex.im_ofReal_mul]
```

## The amplitudes are continuously differentiable

Smooth driving (`ContDiff ℝ 1`) makes r'/r continuous, so G(x) = ∫₀ˣ r'/r has derivative r'/r. Therefore

(r e^{−G})' = (r' − r (r'/r)) e^{−G} = 0.

Since G(0) = 0, this gives r(T) = r(0) e^{G(T)}. The proof follows the same route: `hG` computes the zero derivative, and `is_const_of_deriv_eq_zero` compares the times T and 0. Continuity also supplies the integrability needed later.

If the phase of r rises smoothly from 0 to π and then jumps back to 0, the derivative misses the jump and W = 1/2.

```lean
/-- A continuously differentiable reflection amplitude without zeros is its initial value
times the exponential of the accumulated logarithmic derivative. -/
theorem reflection_eq_exp {r : ℝ → ℂ} (hr : ContDiff ℝ 1 r) (h0 : ∀ x, r x ≠ 0) (T : ℝ) :
    r T = r 0 * Complex.exp (∫ x in (0 : ℝ)..T, deriv r x / r x) := by
  have hg : Continuous fun x => deriv r x / r x :=
    (hr.continuous_deriv le_rfl).div hr.continuous h0
  -- the amplitude with its accumulated logarithm removed does not change
  have hG : ∀ x, HasDerivAt
      (fun y => r y * Complex.exp (-∫ s in (0 : ℝ)..y, deriv r s / r s)) 0 x := by
    intro x
    have h1 := (hr.differentiable (by norm_num) x).hasDerivAt
    have h2 := (hg.integral_hasStrictDerivAt 0 x).hasDerivAt
    refine (h1.fun_mul h2.fun_neg.cexp).congr_deriv ?_
    have hx := h0 x
    have e : r x * (deriv r x / r x) = deriv r x := by field_simp
    linear_combination (-Complex.exp (-∫ s in (0 : ℝ)..x, deriv r s / r s)) * e
  have hc := is_const_of_deriv_eq_zero (fun x => (hG x).differentiableAt)
    (fun x => (hG x).deriv) T 0
  simp only [intervalIntegral.integral_same, neg_zero, Complex.exp_zero, mul_one] at hc
  rw [← hc, mul_assoc, ← Complex.exp_add, neg_add_cancel, Complex.exp_zero, mul_one]
```

## The reflection amplitude returns

The condition r(T) = r(0) closes the cycle for r; t need not return. Dividing r(T) = r(0) e^{G(T)} by r(0) gives e^{G(T)} = 1, so G(T) = 2πi n for an integer n, and

W = Im G(T) / 2π = n.

In the proof, `Complex.exp_eq_one_iff` supplies n, and `him` moves the imaginary part through the integral.

An open path such as r = e^{ix/2}, t = 0 over T = 2π has W = Q = 1/2.

```lean
/-- The winding number is an integer when the continuously differentiable reflection
amplitude has no zeros and returns to its initial value. -/
theorem winding_integer {r : ℝ → ℂ} {T : ℝ} (hr : ContDiff ℝ 1 r) (h0 : ∀ x, r x ≠ 0)
    (hT : r T = r 0) : ∃ n : ℤ, winding r T = n := by
  have hg : Continuous fun x => deriv r x / r x :=
    (hr.continuous_deriv le_rfl).div hr.continuous h0
  have hexp : Complex.exp (∫ x in (0 : ℝ)..T, deriv r x / r x) = 1 := by
    apply mul_left_cancel₀ (h0 0)
    rw [← reflection_eq_exp hr h0 T, hT, mul_one]
  obtain ⟨n, hn⟩ := Complex.exp_eq_one_iff.1 hexp
  have him : (∫ x in (0 : ℝ)..T, (deriv r x / r x).im)
      = (∫ x in (0 : ℝ)..T, deriv r x / r x).im :=
    Complex.imCLM.intervalIntegral_comp_comm (hg.intervalIntegrable 0 T)
  have hv : ((n : ℂ) * (2 * Real.pi * Complex.I)).im = n * (2 * Real.pi) := by simp
  refine ⟨n, ?_⟩
  rw [winding, him, hn, hv]
  have := Real.pi_ne_zero
  field_simp
```

## Probability is conserved, and time runs forward

Unitarity, `hu`, says |r|² + |t|² = 1. Replacing |r|² − 1 by −|t|² gives

Im(r' r̄ + t' t̄) − Im(r'/r) = Im(t' t̄) − |t|² Im(r'/r).

The absolute value of the right side is at most |t| |t'| + |t|² |r'/r|. Integrating over [0, T] with T ≥ 0 yields |Q − W| ≤ L. In the proof, `hpt` is the identity, and `h1` and `h2` bound its two terms.

Without unitarity, r = 2e^{ix}, t = 0 over 2π has W = 1, Q = 4 and L = 0. For T < 0, L cannot be positive, so the bound fails in general.

```lean
/-- For continuously differentiable amplitudes with `|r|² + |t|² = 1` and `r` without zeros, pumped
charge and winding number differ by at most the leakage integral when `T ≥ 0`. -/
theorem charge_sub_winding_le {r t : ℝ → ℂ} {T : ℝ} (hT : 0 ≤ T) (hr : ContDiff ℝ 1 r)
    (ht : ContDiff ℝ 1 t) (h0 : ∀ x, r x ≠ 0) (hu : ∀ x, ‖r x‖ ^ 2 + ‖t x‖ ^ 2 = 1) :
    |pumpedCharge r t T - winding r T| ≤ leakage r t T := by
  have hr' := hr.continuous_deriv le_rfl
  have ht' := ht.continuous_deriv le_rfl
  have hg : Continuous fun x => deriv r x / r x := hr'.div hr.continuous h0
  have hW : Continuous fun x => (deriv r x / r x).im := Complex.continuous_im.comp hg
  have hQ : Continuous fun x => (deriv r x * conj (r x) + deriv t x * conj (t x)).im :=
    Complex.continuous_im.comp ((hr'.mul (Complex.continuous_conj.comp hr.continuous)).add
      (ht'.mul (Complex.continuous_conj.comp ht.continuous)))
  have hl : Continuous fun x => ‖t x‖ ^ 2 * ‖deriv r x / r x‖ + ‖t x‖ * ‖deriv t x‖ :=
    ((ht.continuous.norm.pow 2).mul hg.norm).add (ht.continuous.norm.mul ht'.norm)
  have hpi : 0 < 1 / (2 * Real.pi) := by positivity
  rw [pumpedCharge, winding, leakage, ← mul_sub, ← intervalIntegral.integral_sub
    (hQ.intervalIntegrable 0 T) (hW.intervalIntegrable 0 T), abs_mul, abs_of_pos hpi]
  refine mul_le_mul_of_nonneg_left ?_ hpi.le
  refine (intervalIntegral.abs_integral_le_integral_abs hT).trans ?_
  refine intervalIntegral.integral_mono hT ((hQ.sub hW).abs.intervalIntegrable 0 T)
    (hl.intervalIntegrable 0 T) (fun x => ?_)
  -- unitarity leaves only terms that contain the transmission amplitude
  have hpt : (deriv r x * conj (r x) + deriv t x * conj (t x)).im - (deriv r x / r x).im
      = (deriv t x * conj (t x)).im - ‖t x‖ ^ 2 * (deriv r x / r x).im := by
    rw [Complex.add_im, im_mul_conj_eq _ _ (h0 x)]
    linear_combination (deriv r x / r x).im * hu x
  have h1 : |(deriv t x * conj (t x)).im| ≤ ‖t x‖ * ‖deriv t x‖ :=
    (Complex.abs_im_le_norm _).trans_eq (by rw [norm_mul, RCLike.norm_conj, mul_comm])
  have h2 : |‖t x‖ ^ 2 * (deriv r x / r x).im| ≤ ‖t x‖ ^ 2 * ‖deriv r x / r x‖ := by
    rw [abs_mul, abs_of_nonneg (sq_nonneg ‖t x‖)]
    exact mul_le_mul_of_nonneg_left (Complex.abs_im_le_norm _) (sq_nonneg _)
  beta_reduce
  rw [hpt]
  rw [abs_le] at h1 h2 ⊢
  constructor <;> linarith [h1.1, h1.2, h2.1, h2.2]
```

Adding closure of r gives an integer n with W = n and |Q − n| ≤ L.

```lean
/-- Let the amplitudes be continuously differentiable with `|r|² + |t|² = 1`, and let `r` have no
zeros and return to its initial value after a time `T ≥ 0`. Then the winding number is an integer,
and the pumped charge differs from it by at most the leakage integral. -/
theorem pumped_charge_near_integer {r t : ℝ → ℂ} {T : ℝ} (hT : 0 ≤ T)
    (hr : ContDiff ℝ 1 r) (ht : ContDiff ℝ 1 t) (h0 : ∀ x, r x ≠ 0)
    (hu : ∀ x, ‖r x‖ ^ 2 + ‖t x‖ ^ 2 = 1) (hc : r T = r 0) :
    ∃ n : ℤ, winding r T = n ∧ |pumpedCharge r t T - n| ≤ leakage r t T := by
  obtain ⟨n, hn⟩ := winding_integer hr h0 hc
  exact ⟨n, hn, hn ▸ charge_sub_winding_le hT hr ht h0 hu⟩
```

## Transmission vanishes while the rates stay bounded

If |t| ≤ ε, |r'/r| ≤ A and |t'| ≤ B, bounding the integrand of L by a constant gives

L ≤ T (ε²A + εB) / 2π.

```lean
/-- If `|t| ≤ ε`, `|r'/r| ≤ A` and `|t'| ≤ B` at all times, with `r` free of zeros and both
amplitudes continuously differentiable, the leakage integral over a time `T ≥ 0` is at most
`T (ε² A + ε B) / 2π`. -/
theorem leakage_le {r t : ℝ → ℂ} {T ε A B : ℝ} (hT : 0 ≤ T) (hr : ContDiff ℝ 1 r)
    (ht : ContDiff ℝ 1 t) (h0 : ∀ x, r x ≠ 0) (hε : ∀ x, ‖t x‖ ≤ ε)
    (hA : ∀ x, ‖deriv r x / r x‖ ≤ A) (hB : ∀ x, ‖deriv t x‖ ≤ B) :
    leakage r t T ≤ T / (2 * Real.pi) * (ε ^ 2 * A + ε * B) := by
  have hg : Continuous fun x => deriv r x / r x :=
    (hr.continuous_deriv le_rfl).div hr.continuous h0
  have hl : Continuous fun x => ‖t x‖ ^ 2 * ‖deriv r x / r x‖ + ‖t x‖ * ‖deriv t x‖ :=
    ((ht.continuous.norm.pow 2).mul hg.norm).add
      (ht.continuous.norm.mul (ht.continuous_deriv le_rfl).norm)
  have hε0 : 0 ≤ ε := (norm_nonneg _).trans (hε 0)
  have hm : (∫ x in (0 : ℝ)..T, (‖t x‖ ^ 2 * ‖deriv r x / r x‖ + ‖t x‖ * ‖deriv t x‖))
      ≤ ∫ _x in (0 : ℝ)..T, (ε ^ 2 * A + ε * B) :=
    intervalIntegral.integral_mono hT (hl.intervalIntegrable 0 T)
      (continuous_const.intervalIntegrable 0 T) (fun x => add_le_add
        (mul_le_mul (pow_le_pow_left₀ (norm_nonneg _) (hε x) 2) (hA x) (norm_nonneg _)
          (sq_nonneg _))
        (mul_le_mul (hε x) (hB x) (norm_nonneg _) hε0))
  rw [intervalIntegral.integral_const, smul_eq_mul, sub_zero] at hm
  have hpi : 0 ≤ 1 / (2 * Real.pi) := by positivity
  calc leakage r t T ≤ 1 / (2 * Real.pi) * (T * (ε ^ 2 * A + ε * B)) :=
        mul_le_mul_of_nonneg_left hm hpi
    _ = T / (2 * Real.pi) * (ε ^ 2 * A + ε * B) := by ring
```

For a sequence of cycles with common T, A and B and with ε_k → 0, this bound tends to zero. Hence Q_k − n_k → 0 for integers n_k that may vary with k; `squeeze_zero_norm` completes the argument.

```lean
/-- Take a sequence of cycles of common duration `T` as in `pumped_charge_near_integer`, with
`|r'/r|` and `|t'|` bounded uniformly. If the transmission amplitudes tend to zero uniformly in
time, the distance of the pumped charges from suitable integers tends to zero. -/
theorem quantization_limit {r t : ℕ → ℝ → ℂ} {ε : ℕ → ℝ} {T A B : ℝ} (hT : 0 ≤ T)
    (hr : ∀ k, ContDiff ℝ 1 (r k)) (ht : ∀ k, ContDiff ℝ 1 (t k))
    (h0 : ∀ k x, r k x ≠ 0) (hu : ∀ k x, ‖r k x‖ ^ 2 + ‖t k x‖ ^ 2 = 1)
    (hc : ∀ k, r k T = r k 0) (hε : ∀ k x, ‖t k x‖ ≤ ε k)
    (hA : ∀ k x, ‖deriv (r k) x / r k x‖ ≤ A) (hB : ∀ k x, ‖deriv (t k) x‖ ≤ B)
    (hlim : Tendsto ε atTop (𝓝 0)) :
    ∃ n : ℕ → ℤ, Tendsto (fun k => pumpedCharge (r k) (t k) T - n k) atTop (𝓝 0) := by
  choose n _ hn using fun k =>
    pumped_charge_near_integer hT (hr k) (ht k) (h0 k) (hu k) (hc k)
  have h : Tendsto (fun k => T / (2 * Real.pi) * (ε k ^ 2 * A + ε k * B)) atTop
      (𝓝 (T / (2 * Real.pi) * (0 ^ 2 * A + 0 * B))) :=
    (((hlim.pow 2).mul_const A).add (hlim.mul_const B)).const_mul _
  have hz : T / (2 * Real.pi) * (0 ^ 2 * A + 0 * B) = 0 := by ring
  rw [hz] at h
  exact ⟨n, squeeze_zero_norm (fun k => (hn k).trans
    (leakage_le hT (hr k) (ht k) (h0 k) (hε k) (hA k) (hB k))) h⟩
```

Both conditions matter, as rotating amplitudes show. Take r = cos θ e^{inx} and t = sin θ e^{−inx} over 2π, with cos θ ≠ 0 so that r has a winding number. Then r'/r = in and t' = −in t, so

W = n, Q = n (cos²θ − sin²θ), |Q − W| = 2|n| sin²θ = L.

The bound is therefore attained. These amplitudes meet the hypotheses and test the inequality; they are not offered as a model of an unbiased device. The proof uses `hlog`, `hcur` and the constant norms in `hnorm` to make the integrands constant, and `avg` averages them over the period.

At fixed θ the charge is generally not an integer. With n = k ≥ 1 and sin²θ = 1/(4k), transmission vanishes as k grows, but the rates are unbounded and Q = k − 1/2 stays halfway between integers.

```lean
/-- An amplitude of constant real weight `c` whose phase advances at the integer rate `n`. -/
def wave (c : ℝ) (n : ℤ) (x : ℝ) : ℂ :=
  c * Complex.exp (((n * x : ℝ) : ℂ) * Complex.I)

/-- The rate of change of a rotating amplitude is `i n` times the amplitude. -/
theorem deriv_wave (c : ℝ) (n : ℤ) (x : ℝ) :
    deriv (wave c n) x = n * Complex.I * wave c n x := by
  have h : HasDerivAt (fun y : ℝ => ((n * y : ℝ) : ℂ) * Complex.I) (n * Complex.I) x :=
    (((hasDerivAt_id' x).const_mul (n : ℝ)).ofReal_comp.mul_const Complex.I).congr_deriv
      (by simp)
  have h2 : HasDerivAt (wave c n) (n * Complex.I * wave c n x) x :=
    (h.cexp.const_mul (c : ℂ)).congr_deriv (by simp only [wave]; ring)
  exact h2.deriv

/-- The leakage bound is attained: for `r = cos θ exp(i n x)` and `t = sin θ exp(-i n x)` with
`cos θ ≠ 0`, over the period `2π`, the winding number is `n`, the pumped charge is
`n (cos² θ - sin² θ)`, and their distance equals the leakage integral. -/
theorem leakage_bound_sharp (θ : ℝ) (n : ℤ) (hθ : Real.cos θ ≠ 0) :
    winding (wave (Real.cos θ) n) (2 * Real.pi) = n ∧
    pumpedCharge (wave (Real.cos θ) n) (wave (Real.sin θ) (-n)) (2 * Real.pi)
      = n * (Real.cos θ ^ 2 - Real.sin θ ^ 2) ∧
    |pumpedCharge (wave (Real.cos θ) n) (wave (Real.sin θ) (-n)) (2 * Real.pi)
      - winding (wave (Real.cos θ) n) (2 * Real.pi)|
      = leakage (wave (Real.cos θ) n) (wave (Real.sin θ) (-n)) (2 * Real.pi) := by
  have avg : ∀ a : ℝ, 1 / (2 * Real.pi) * (∫ _x in (0 : ℝ)..(2 * Real.pi), a) = a := by
    intro a
    have := Real.pi_ne_zero
    rw [intervalIntegral.integral_const, smul_eq_mul, sub_zero]
    field_simp
  have hnorm : ∀ (c : ℝ) (m : ℤ) (x : ℝ), ‖wave c m x‖ = |c| := by
    intro c m x
    rw [wave, norm_mul, Complex.norm_exp_ofReal_mul_I, mul_one, Complex.norm_real,
      Real.norm_eq_abs]
  have hlog : ∀ x, deriv (wave (Real.cos θ) n) x / wave (Real.cos θ) n x
      = n * Complex.I := by
    intro x
    have hx : wave (Real.cos θ) n x ≠ 0 :=
      mul_ne_zero (Complex.ofReal_ne_zero.2 hθ) (Complex.exp_ne_zero _)
    rw [deriv_wave, mul_div_assoc, div_self hx, mul_one]
  -- each rotating amplitude carries a constant current
  have hcur : ∀ (c : ℝ) (m : ℤ) (x : ℝ),
      (deriv (wave c m) x * conj (wave c m x)).im = m * c ^ 2 := by
    intro c m x
    have e : deriv (wave c m) x * conj (wave c m x)
        = ((m * c ^ 2 : ℝ) : ℂ) * Complex.I := by
      rw [deriv_wave, mul_assoc, Complex.mul_conj, Complex.normSq_eq_norm_sq, hnorm, sq_abs]
      push_cast
      ring
    rw [e, Complex.im_ofReal_mul, Complex.I_im, mul_one]
  have hnI : ∀ m : ℤ, ‖(m : ℂ) * Complex.I‖ = |(m : ℝ)| := by
    intro m
    rw [norm_mul, Complex.norm_I, mul_one, Complex.norm_intCast]
  have hW : winding (wave (Real.cos θ) n) (2 * Real.pi) = n := by
    have e : ((n : ℂ) * Complex.I).im = n := by simp
    simp only [winding, hlog, e]
    exact avg _
  have hQ : pumpedCharge (wave (Real.cos θ) n) (wave (Real.sin θ) (-n)) (2 * Real.pi)
      = n * (Real.cos θ ^ 2 - Real.sin θ ^ 2) := by
    simp only [pumpedCharge, Complex.add_im, hcur]
    rw [avg]
    push_cast
    ring
  have hL : leakage (wave (Real.cos θ) n) (wave (Real.sin θ) (-n)) (2 * Real.pi)
      = 2 * |(n : ℝ)| * Real.sin θ ^ 2 := by
    have e : ∀ x, ‖deriv (wave (Real.sin θ) (-n)) x‖ = |(n : ℝ)| * |Real.sin θ| := by
      intro x
      rw [deriv_wave, norm_mul, hnI, hnorm, Int.cast_neg, abs_neg]
    simp only [leakage, hlog, hnI, hnorm, e]
    rw [avg]
    linear_combination 2 * |(n : ℝ)| * sq_abs (Real.sin θ)
  refine ⟨hW, hQ, ?_⟩
  have hd : (n : ℝ) * (Real.cos θ ^ 2 - Real.sin θ ^ 2) - n
      = -(2 * n * Real.sin θ ^ 2) := by
    linear_combination (n : ℝ) * Real.sin_sq_add_cos_sq θ
  rw [hQ, hW, hL, hd, abs_neg, abs_mul, abs_mul, abs_two,
    abs_of_nonneg (sq_nonneg (Real.sin θ))]

end

end QuantizedPumping
```

```lean
#print axioms QuantizedPumping.pumped_charge_near_integer
#print axioms QuantizedPumping.quantization_limit
#print axioms QuantizedPumping.leakage_bound_sharp
```

```
'QuantizedPumping.pumped_charge_near_integer' depends on axioms: [propext, Classical.choice, Quot.sound]
'QuantizedPumping.quantization_limit' depends on axioms: [propext, Classical.choice, Quot.sound]
'QuantizedPumping.leakage_bound_sharp' depends on axioms: [propext, Classical.choice, Quot.sound]
```
